# The symmetrised loss kernel of a damped oscillator integrates to π over positive frequencies

For real `a > 0` and `g > 0`, the lemma says that the kernel g(w² + a)/((w² − a)² + g²w²) is integrable over frequencies w > 0, and that its integral is π. The denominator is that of a damped harmonic oscillator with squared natural frequency `a` and damping rate `g`. The proof uses the antiderivative arctan((w − a/w)/g), which is given the value −π/2 at w = 0, its limit from the right. It tends to π/2 at high frequency, and since the kernel is nonnegative, Mathlib's theorems on improper integrals give both integrability and the value π/2 − (−π/2) = π.

Lean 4 with Mathlib refuses this proof:

```lean
import Mathlib

open MeasureTheory Set Filter Topology

namespace DrudeSumRules

noncomputable section

/-- The symmetrised loss kernel is integrable over positive frequencies, with integral `π`. -/
theorem symmetrised_integral {a g : ℝ} (ha : 0 < a) (hg : 0 < g) :
    IntegrableOn (fun w : ℝ => g * (w ^ 2 + a) / ((w ^ 2 - a) ^ 2 + g ^ 2 * w ^ 2)) (Ioi 0) ∧
    ∫ w in Ioi (0 : ℝ), g * (w ^ 2 + a) / ((w ^ 2 - a) ^ 2 + g ^ 2 * w ^ 2) = Real.pi := by
  -- the antiderivative, extended to zero frequency by its limit
  let G : ℝ → ℝ :=
    Function.update (fun w => Real.arctan ((w - a / w) / g)) 0 (-(Real.pi / 2))
  have hcont : ContinuousWithinAt G (Ici 0) 0 := by
    have h1 : Tendsto (fun w : ℝ => w + -(a * w⁻¹)) (𝓝[>] 0) atBot :=
      (tendsto_id.mono_left nhdsWithin_le_nhds).add_atBot
        (tendsto_neg_atTop_atBot.comp (tendsto_inv_nhdsGT_zero.const_mul_atTop ha))
    have h2 : Tendsto (fun w : ℝ => (w - a / w) / g) (𝓝[>] 0) atBot :=
      (h1.atBot_div_const hg).congr (fun w => by ring)
    show ContinuousWithinAt (Function.update _ _ _) _ _
    rw [continuousWithinAt_update_same, Ici_diff_left]
    exact (Real.tendsto_arctan_atBot.mono_right nhdsWithin_le_nhds).comp h2
  have htop : Tendsto G atTop (𝓝 (Real.pi / 2)) := by
    have h1 : Tendsto (fun w : ℝ => w + -(a * w⁻¹)) atTop atTop :=
      tendsto_id.atTop_add ((tendsto_inv_atTop_zero.const_mul a).neg)
    have h2 : Tendsto (fun w : ℝ => (w - a / w) / g) atTop atTop :=
      (h1.atTop_div_const hg).congr (fun w => by ring)
    refine ((Real.tendsto_arctan_atTop.mono_right nhdsWithin_le_nhds).comp h2).congr' ?_
    filter_upwards [eventually_gt_atTop (0 : ℝ)] with w hw
    exact (Function.update_of_ne hw.ne' _ _).symm
  have hderiv : ∀ x ∈ Ioi (0 : ℝ),
      HasDerivAt G (g * (x ^ 2 + a) / ((x ^ 2 - a) ^ 2 + g ^ 2 * x ^ 2)) x := by
    intro x hx
    have hx0 : 0 < x := hx
    have h : HasDerivAt (fun w => Real.arctan ((w - a / w) / g))
        (1 / (1 + ((x - a / x) / g) ^ 2) * ((1 - (0 * x - a * 1) / x ^ 2) / g)) x :=
      (((hasDerivAt_id' x).fun_sub
        ((hasDerivAt_const x a).fun_div (hasDerivAt_id' x) hx0.ne')).div_const g).arctan
    have e : 1 + ((x - a / x) / g) ^ 2 =
        ((x ^ 2 - a) ^ 2 + g ^ 2 * x ^ 2) / (g ^ 2 * x ^ 2) := by field_simp <;> ring
    have hD : (x ^ 2 - a) ^ 2 + g ^ 2 * x ^ 2 ≠ 0 := by positivity
    have h' := h.congr_deriv
      (g' := g * (x ^ 2 + a) / ((x ^ 2 - a) ^ 2 + g ^ 2 * x ^ 2)) (by
        rw [e]
        generalize (x ^ 2 - a) ^ 2 + g ^ 2 * x ^ 2 = D at hD ⊢
        field_simp <;> ring)
    refine h'.congr_of_eventuallyEq ?_
    filter_upwards [eventually_ne_nhds hx0.ne'] with w hw
    exact Function.update_of_ne hw _ _
  have hpos : ∀ x ∈ Ioi (0 : ℝ),
      0 ≤ g * (x ^ 2 + a) / ((x ^ 2 - a) ^ 2 + g ^ 2 * x ^ 2) := fun x _ => by positivity
  refine ⟨integrableOn_Ioi_deriv_of_nonneg hcont hderiv hpos htop, ?_⟩
  rw [integral_Ioi_of_hasDerivAt_of_nonneg hcont hderiv hpos htop]
  have hG0 : G 0 = -(Real.pi / 2) := Function.update_self _ _ _
  rw [hG0]
  ring

end

end DrudeSumRules
```

The compiler's answer:

```
Main.lean:23:40: error(lean.unknownIdentifier): Unknown identifier `Ici_diff_left`
```

Diagnosis. The message means that Lean finds nothing called `Ici_diff_left`, either under that bare name or in the namespaces the file opens. The name was meant to supply a step in the proof that the antiderivative is continuous from the right at zero. There, `continuousWithinAt_update_same` turns continuity into a limit at 0 within `Ici 0 \ {0}`, the nonnegative frequencies with zero removed. The limit already proved, `h2`, is taken within `Ioi 0`, the positive frequencies. The two sets are equal, but the rewrite needs a proof of that.

The repair proves the equality on the spot, as `hset`. A number that is at least zero and not zero is positive, and a positive number is both. Rewriting with `hset` puts the goal in the form that the next line, which uses `h2`, can close.

The other two changes, which put `field_simp` and `ring` on separate lines in place of `field_simp <;> ring`, are mere tidying. No message concerns them.

Lean accepts the file once it reads:

```diff
@@ -21,5 +21,12 @@
       (h1.atBot_div_const hg).congr (fun w => by ring)
     show ContinuousWithinAt (Function.update _ _ _) _ _
-    rw [continuousWithinAt_update_same, Ici_diff_left]
+    have hset : Ici (0 : ℝ) \ {0} = Ioi 0 := by
+      ext x
+      constructor
+      · rintro ⟨h3, h4⟩
+        exact lt_of_le_of_ne h3 (fun h => h4 h.symm)
+      · intro h
+        exact ⟨mem_Ici.mpr (mem_Ioi.mp h).le, fun h' => (mem_Ioi.mp h).ne' h'⟩
+    rw [continuousWithinAt_update_same, hset]
     exact (Real.tendsto_arctan_atBot.mono_right nhdsWithin_le_nhds).comp h2
   have htop : Tendsto G atTop (𝓝 (Real.pi / 2)) := by
@@ -40,5 +47,7 @@
         ((hasDerivAt_const x a).fun_div (hasDerivAt_id' x) hx0.ne')).div_const g).arctan
     have e : 1 + ((x - a / x) / g) ^ 2 =
-        ((x ^ 2 - a) ^ 2 + g ^ 2 * x ^ 2) / (g ^ 2 * x ^ 2) := by field_simp <;> ring
+        ((x ^ 2 - a) ^ 2 + g ^ 2 * x ^ 2) / (g ^ 2 * x ^ 2) := by
+      field_simp
+      ring
     have hD : (x ^ 2 - a) ^ 2 + g ^ 2 * x ^ 2 ≠ 0 := by positivity
     have h' := h.congr_deriv
@@ -46,5 +55,6 @@
         rw [e]
         generalize (x ^ 2 - a) ^ 2 + g ^ 2 * x ^ 2 = D at hD ⊢
-        field_simp <;> ring)
+        field_simp
+        ring)
     refine h'.congr_of_eventuallyEq ?_
     filter_upwards [eventually_ne_nhds hx0.ne'] with w hw
```
